# Concavity of the lattice Hartree-Fock energy in the occupation of one orbital

Suppose a Hartree-Fock calculation on a lattice, with no spin or symmetry constraint on the orbitals, has been run at N and at N + 1 particles, with every spin-orbital full or empty, and at a filling N + f in between, where N spin-orbitals are full and one more carries the occupation f. If the energy at N + f comes out below the straight line through the other two, at least one of the integer runs has missed its minimum: for at least one of them, the orbitals found at N + f, refilled to that particle number, already give a lower energy than the run did.

This check rests on the energy of fixed orbitals being a straight line in f, which also makes the lowest energy E(f) concave for 0 ≤ f ≤ 1. The lattice has L ≥ N + 1 sites, where for electrons a site means a lattice point together with a spin direction, and the pair interaction couples site densities. Within that model, the result bears on how Hartree-Fock theory shares charge between separated fragments.

## An orbital does not repel itself

Take orthonormal orbitals φ_0, …, φ_N on the sites. The first N are full, and the last, u = φ_N, has occupation f. The density matrix is

γ = P + f Q, P_ij = Σ_{a<N} φ_a(i) φ_a(j)*, Q_ij = u_i u_j*.

With one-body matrix h and real pair interaction W, the energy is

e(φ, f) = Re tr(hγ) + ½ Σ_ij W_ij (γ_ii γ_jj − |γ_ij|²).

The one-body part is affine in f. In the bracket, the coefficient of f is

P_ii Q_jj + Q_ii P_jj − 2 Re(P_ij* Q_ij),

and the coefficient of f² is

Q_ii Q_jj − |Q_ij|² = |u_i|² |u_j|² − |u_i|² |u_j|² = 0.

Self-repulsion cancels self-exchange, so for frozen orbitals the energy is a straight line:

e(φ, f) = (1 − f) e(φ, 0) + f e(φ, 1).

Let E(f) be the infimum of e(φ, f) over all orthonormal families. Such families exist, since N + 1 orbitals can sit on N + 1 different sites. Normalisation gives |φ_a(i)| ≤ 1, and the orthonormality equations survive limits, so the families form a compact set. The energy is continuous, hence the infimum is attained.

Now let z = s x + t y with x, y in [0, 1], s, t ≥ 0 and s + t = 1. If φ is optimal at z, it is still a trial family at x and y, so

E(z) = e(φ, z) = s e(φ, x) + t e(φ, y) ≥ s E(x) + t E(y).

This is concavity. In particular E(f) ≥ (1 − f) E(0) + f E(1). E(1) is the least energy of an (N + 1)-particle determinant. E(0) is the least for N particles, because any N < L orthonormal orbitals can be completed by one more, a fact of linear algebra used here without a formal proof.

The formal statements below cover only a density-density interaction W_ij. For a molecule in an orthonormal basis set with general two-electron integrals, the f² term cancels in the same way, because Q_ij Q_kl = Q_il Q_kj, but that case is not formalised here.

## Orbitals, occupations and energies in Lean

The finite type `ι` labels the sites, and L is `Fintype.card ι`.

```lean
import Mathlib

open Matrix

namespace FractionalHartreeFock

noncomputable section

variable {ι : Type*} [Fintype ι] {N M : ℕ}
```

A family of `M` orbitals is a function `φ`, with amplitude `φ a i` of orbital `a` on site `i`. Orthonormality is a condition on this function.

```lean
/-- The `M` orbitals `φ a` on the lattice are orthonormal. -/
def IsOrbitalSet (φ : Fin M → ι → ℂ) : Prop :=
  ∀ a b, ∑ i, star (φ a i) * φ b i = if a = b then 1 else 0
```

Summing the projectors of the orbitals gives the density matrix at full occupation.

```lean
/-- The one-particle density matrix of `M` orbitals, each with occupation one. -/
def density (φ : Fin M → ι → ℂ) : Matrix ι ι ℂ :=
  Matrix.of fun i j => ∑ a, φ a i * star (φ a j)
```

In the fractional case, `castSucc` selects the first `N` orbitals and `Fin.last N` the remaining one. These two terms are P and f Q.

```lean
/-- The density matrix with the first `N` orbitals filled and the last one at occupation `f`. -/
def fracDensity (φ : Fin (N + 1) → ι → ℂ) (f : ℝ) : Matrix ι ι ℂ :=
  density (fun a : Fin N => φ a.castSucc) +
    (f : ℂ) • vecMulVec (φ (Fin.last N)) (star (φ (Fin.last N)))
```

The interaction takes real parts of the diagonal entries, which are real for these densities anyway. Its terms with i = j vanish, so a Hubbard repulsion enters only if `ι` labels lattice point and spin together.

```lean
/-- The direct minus exchange energy of a density matrix for the pair interaction `W`. -/
def interaction (W : ι → ι → ℝ) (γ : Matrix ι ι ℂ) : ℝ :=
  ∑ i, ∑ j, W i j * ((γ i i).re * (γ j j).re - ‖γ i j‖ ^ 2) / 2
```

The total energy is defined as a real number for any complex matrix `h`.

```lean
/-- The Hartree-Fock energy: the real part of `tr (h γ)` plus the interaction energy. -/
def energy (h : Matrix ι ι ℂ) (W : ι → ι → ℝ) (γ : Matrix ι ι ℂ) : ℝ :=
  (trace (h * γ)).re + interaction W γ
```

The attainable energies are the image of the orthonormal families, and E(f) is the infimum of that set.

```lean
/-- The energies attainable with `N` filled orbitals and one orbital at occupation `f`. -/
def fracEnergies (h : Matrix ι ι ℂ) (W : ι → ι → ℝ) (N : ℕ) (f : ℝ) : Set ℝ :=
  (fun φ : Fin (N + 1) → ι → ℂ => energy h W (fracDensity φ f)) '' {φ | IsOrbitalSet φ}

/-- The lowest Hartree-Fock energy `E(f)` with `N` filled orbitals and one orbital at occupation
`f`, all orthonormal, for `N + 1` at most the number of sites. -/
def fracEnergy (h : Matrix ι ι ℂ) (W : ι → ι → ℝ) (N : ℕ) (f : ℝ) : ℝ :=
  sInf (fracEnergies h W N f)
```

Hermiticity of `h` is needed only for the next statement, that taking the real part of tr(hγ) discards nothing. The proof shows that γ is Hermitian and then that the trace equals its own conjugate.

```lean
/-- For Hermitian `h` the one-body energy `tr (h γ)` is real at every occupation `f`. -/
theorem trace_im_eq_zero {h : Matrix ι ι ℂ} (hh : h.IsHermitian)
    (φ : Fin (N + 1) → ι → ℂ) (f : ℝ) : (trace (h * fracDensity φ f)).im = 0 := by
  have hγ : (fracDensity φ f)ᴴ = fracDensity φ f := by
    ext i j
    simp [fracDensity, density, vecMulVec_apply, mul_comm]
  apply Complex.conj_eq_iff_im.1
  change star (trace (h * fracDensity φ f)) = _
  rw [← trace_conjTranspose, conjTranspose_mul, hγ, hh.eq, trace_mul_comm]
```

## A straight line for each orbital family

The next theorem is the frozen-orbital formula. It holds for every real `f` and does not use orthonormality. The proof splits `density φ` into P + Q, then compares the interaction term by term in real and imaginary parts; `ring` carries out the cancellation of f². Linearity of the trace handles the one-body part.

```lean
/-- With frozen orbitals the energy is affine in the occupation `f`: it interpolates linearly
between its values with the first `N` and with all `N + 1` orbitals filled. -/
theorem energy_fracDensity (h : Matrix ι ι ℂ) (W : ι → ι → ℝ)
    (φ : Fin (N + 1) → ι → ℂ) (f : ℝ) :
    energy h W (fracDensity φ f) =
      (1 - f) * energy h W (density fun a : Fin N => φ a.castSucc) +
        f * energy h W (density φ) := by
  have h1 : density φ = density (fun a : Fin N => φ a.castSucc) +
      vecMulVec (φ (Fin.last N)) (star (φ (Fin.last N))) := by
    ext i j
    simp [density, Fin.sum_univ_castSucc, vecMulVec_apply]
  rw [h1, fracDensity]
  generalize density (fun a : Fin N => φ a.castSucc) = γ
  generalize φ (Fin.last N) = u
  -- the self-repulsion of the orbital `u` cancels its self-exchange
  have hW : interaction W (γ + (f : ℂ) • vecMulVec u (star u)) =
      (1 - f) * interaction W γ + f * interaction W (γ + vecMulVec u (star u)) := by
    simp only [interaction, Finset.mul_sum, ← Finset.sum_add_distrib]
    refine Finset.sum_congr rfl fun i _ => Finset.sum_congr rfl fun j _ => ?_
    simp only [Complex.sq_norm, Complex.normSq_apply, Matrix.add_apply, Matrix.smul_apply,
      vecMulVec_apply, Pi.star_apply, smul_eq_mul, Complex.add_re, Complex.add_im,
      Complex.mul_re, Complex.mul_im, Complex.ofReal_re, Complex.ofReal_im,
      Complex.star_def, Complex.conj_re, Complex.conj_im]
    ring
  simp only [energy, hW, Matrix.mul_add, Matrix.mul_smul, trace_add, trace_smul,
    smul_eq_mul, Complex.add_re, Complex.re_ofReal_mul]
  ring
```

## The minimum is attained

Existence of orbitals is proved by placing each on its own site through an injection `e`.

```lean
/-- A lattice with at least `M` sites carries `M` orthonormal orbitals. -/
theorem exists_orbitals (hM : M ≤ Fintype.card ι) : ∃ φ : Fin M → ι → ℂ, IsOrbitalSet φ := by
  classical
  obtain ⟨e⟩ : Nonempty (Fin M ↪ ι) :=
    Function.Embedding.nonempty_of_card_le (by simpa using hM)
  -- each orbital sits on a site of its own
  refine ⟨fun a i => if i = e a then 1 else 0, fun a b => ?_⟩
  by_cases hab : a = b
  · subst hab
    simp
  · simp [hab, Ne.symm hab]
```

For compactness, the set is shown to be closed, being cut out by continuous equations, and to lie in the unit ball of the maximum norm. The bound on each amplitude comes from the diagonal orthonormality condition.

```lean
/-- On a finite lattice the sets of `M` orthonormal orbitals form a compact space. -/
theorem isCompact_orbitals : IsCompact {φ : Fin M → ι → ℂ | IsOrbitalSet φ} := by
  refine (isCompact_closedBall (0 : Fin M → ι → ℂ) 1).of_isClosed_subset ?_ ?_
  · simp only [IsOrbitalSet, Set.ofPred_forall]
    exact isClosed_iInter fun a => isClosed_iInter fun b =>
      isClosed_eq (by fun_prop) continuous_const
  · intro φ hφ
    rw [mem_closedBall_zero_iff, pi_norm_le_iff_of_nonneg zero_le_one]
    intro a
    rw [pi_norm_le_iff_of_nonneg zero_le_one]
    intro i
    -- each amplitude of a normalised orbital is at most one
    have h1 := congrArg Complex.re (hφ a a)
    have h2 : ∀ k, (star (φ a k) * φ a k).re = ‖φ a k‖ ^ 2 := by
      intro k
      rw [Complex.sq_norm, Complex.normSq_apply]
      simp [Complex.mul_re]
    rw [if_pos rfl, Complex.re_sum, Finset.sum_congr rfl fun k _ => h2 k, Complex.one_re] at h1
    have h3 : ‖φ a i‖ ^ 2 ≤ ∑ k, ‖φ a k‖ ^ 2 :=
      Finset.single_le_sum (f := fun k => ‖φ a k‖ ^ 2) (fun k _ => sq_nonneg _)
        (Finset.mem_univ i)
    rw [h1] at h3
    nlinarith [norm_nonneg (φ a i)]
```

`IsLeast` says that E(f) belongs to the set of attainable energies and is a lower bound for it. The proof combines continuity with the two preceding lemmas.

```lean
/-- If the lattice has at least `N + 1` sites, the infimum `E(f)` is attained by some set of
orbitals. -/
theorem fracEnergy_isLeast (h : Matrix ι ι ℂ) (W : ι → ι → ℝ)
    (hN : N + 1 ≤ Fintype.card ι) (f : ℝ) :
    IsLeast (fracEnergies h W N f) (fracEnergy h W N f) := by
  have hcont : Continuous fun φ : Fin (N + 1) → ι → ℂ => energy h W (fracDensity φ f) := by
    simp only [energy, interaction, fracDensity, density, Matrix.trace, Matrix.diag_apply,
      Matrix.mul_apply, Matrix.add_apply, Matrix.smul_apply, vecMulVec_apply, Matrix.of_apply,
      Pi.star_apply, smul_eq_mul]
    fun_prop
  exact (isCompact_orbitals.image hcont).isLeast_sInf (Set.Nonempty.image _ (exists_orbitals hN))
```

## Concavity and the sharing of one particle

The main theorem assumes only that there are enough sites; `W` may have any sign and need not be symmetric. The weights `a` and `b` in the proof are s and t above. The proof takes the minimiser at the intermediate filling, bounds E at `x` and `y` by its energies there, and closes with the straight-line formula.

```lean
/-- If the lattice has at least `N + 1` sites, the Hartree-Fock energy `E(f)` at particle number
`N + f` is a concave function of `f` on `[0, 1]`, for every real pair interaction `W`. -/
theorem fracEnergy_concaveOn (h : Matrix ι ι ℂ) (W : ι → ι → ℝ)
    (hN : N + 1 ≤ Fintype.card ι) :
    ConcaveOn ℝ (Set.Icc 0 1) (fracEnergy h W N) := by
  refine ⟨convex_Icc 0 1, fun x _ y _ a b ha hb hab => ?_⟩
  -- the optimal orbitals at the intermediate filling are trial orbitals at `x` and `y`
  obtain ⟨φ, hφ, hE⟩ := (fracEnergy_isLeast h W hN (a • x + b • y)).1
  have hx : fracEnergy h W N x ≤ energy h W (fracDensity φ x) :=
    (fracEnergy_isLeast h W hN x).2 ⟨φ, hφ, rfl⟩
  have hy : fracEnergy h W N y ≤ energy h W (fracDensity φ y) :=
    (fracEnergy_isLeast h W hN y).2 ⟨φ, hφ, rfl⟩
  rw [← hE]
  calc a • fracEnergy h W N x + b • fracEnergy h W N y
      ≤ a * energy h W (fracDensity φ x) + b * energy h W (fracDensity φ y) :=
        add_le_add (mul_le_mul_of_nonneg_left hx ha) (mul_le_mul_of_nonneg_left hy hb)
    _ = energy h W (fracDensity φ (a • x + b • y)) := by
        simp only [energy_fracDensity, smul_eq_mul]
        linear_combination energy h W (density fun a : Fin N => φ a.castSucc) * hab
```

For two identical fragments whose energies are assumed to add, concavity gives

E(f) ≥ (1 − f) E(0) + f E(1),
E(1 − f) ≥ f E(0) + (1 − f) E(1).

Adding these shows that splitting the odd particle never lowers the energy below that of the integer split. In the proof, `h1` and `h2` are these two inequalities.

```lean
/-- Two identical fragments with at least `N + 1` sites each, whose energies add, share `2 N + 1`
particles: the split `N + f`, `N + 1 - f` with `f` in `[0, 1]` is never below the integer split. -/
theorem integer_split_le (h : Matrix ι ι ℂ) (W : ι → ι → ℝ)
    (hN : N + 1 ≤ Fintype.card ι) {f : ℝ} (hf : f ∈ Set.Icc (0 : ℝ) 1) :
    fracEnergy h W N 0 + fracEnergy h W N 1 ≤
      fracEnergy h W N f + fracEnergy h W N (1 - f) := by
  have hl : (0 : ℝ) ∈ Set.Icc (0 : ℝ) 1 := Set.left_mem_Icc.2 zero_le_one
  have hr : (1 : ℝ) ∈ Set.Icc (0 : ℝ) 1 := Set.right_mem_Icc.2 zero_le_one
  -- both fillings lie above the chord between the integer energies
  have h1 := (fracEnergy_concaveOn h W hN).2 hl hr (sub_nonneg.2 hf.2) hf.1 (by ring)
  have h2 := (fracEnergy_concaveOn h W hN).2 hl hr hf.1 (sub_nonneg.2 hf.2) (by ring)
  simp only [smul_eq_mul, mul_zero, mul_one, zero_add] at h1 h2
  linarith

end

end FractionalHartreeFock
```

The inequality does not extend to every real f, as a purely mathematical example with the unphysical occupations 2 and −1 shows. Take two sites, N = 0, W = 0 and h = diag(0, 1). Then E(0) = E(1) = 0, but at f = 2 the right-hand side is E(2) + E(−1) = 0 − 1 = −1.

```lean
#print axioms FractionalHartreeFock.trace_im_eq_zero
-- 'FractionalHartreeFock.trace_im_eq_zero' depends on axioms: [propext, Classical.choice, Quot.sound]
#print axioms FractionalHartreeFock.fracEnergy_concaveOn
-- 'FractionalHartreeFock.fracEnergy_concaveOn' depends on axioms: [propext, Classical.choice, Quot.sound]
#print axioms FractionalHartreeFock.integer_split_le
-- 'FractionalHartreeFock.integer_split_le' depends on axioms: [propext, Classical.choice, Quot.sound]
```
